# The central curvature of a relaxation-free AB exchange lineshape vanishes exactly at $k^2=(d^2+6J^2)/8$

The lineshape of a mutually exchanging AB pair is taken here as the sum of two subspectra, each the real part of the sum of the entries of the resolvent of a $2\times2$ complex matrix, and the second follows from the first by reversing the sign of the coupling $J$. For exchange rate $k>0$ and shift difference $d>0$, with $d$ and $J$ in angular frequency units and exchange as the only source of line width, this sum has zero slope at its centre, and its curvature there vanishes exactly when $k^2=(d^2+6J^2)/8$.

```lean
import Mathlib

open Complex Matrix

namespace MutualABExchange

noncomputable section

/-- The element `z = k - iJ/2` that mixes the two coherences by exchange (rate `k`)
and by scalar coupling (`J`, in angular frequency units). -/
def mixing (k J : ℝ) : ℂ := k - I * J / 2

/-- The evolution matrix of two single-quantum coherences of an AB pair with shift
difference `d`, coupling `J` and mutual exchange rate `k`. -/
def liouvillian (k d J : ℝ) : Matrix (Fin 2) (Fin 2) ℂ :=
  !![I * d / 2 - mixing k J, mixing k J; mixing k J, -(I * d / 2) - mixing k J]

/-- The matrix `iw - L`, whose inverse is the resolvent at frequency offset `w`. -/
def shifted (k d J w : ℝ) : Matrix (Fin 2) (Fin 2) ℂ :=
  (I * (w : ℂ)) • (1 : Matrix (Fin 2) (Fin 2) ℂ) - liouvillian k d J

/-- The real part of the sum of all entries of `(iw - L)⁻¹`, for `iw - L` invertible. -/
def subspectrum (k d J w : ℝ) : ℝ := (∑ i, ∑ j, (shifted k d J w)⁻¹ i j).re

/-- The AB absorption lineshape: the sum of the subspectra for both signs of `J`,
where both resolvents exist. -/
def lineshape (k d J w : ℝ) : ℝ := subspectrum k d J w + subspectrum k d (-J) w

/-- The squared modulus of the determinant of `iw - L`, written out. -/
def denom (k d J w : ℝ) : ℝ := (d ^ 2 / 4 - w ^ 2 + J * w) ^ 2 + (2 * k * w) ^ 2

/-- The derivative of `denom` with respect to the frequency offset, written out. -/
def denomSlope (k d J w : ℝ) : ℝ :=
  2 * (d ^ 2 / 4 - w ^ 2 + J * w) * (J - 2 * w) + 8 * k ^ 2 * w

lemma shifted_eq (k d J w : ℝ) : shifted k d J w =
    !![I * w - (I * d / 2 - mixing k J), -mixing k J;
      -mixing k J, I * w - (-(I * d / 2) - mixing k J)] := by
  ext i j
  fin_cases i <;> fin_cases j <;> simp [shifted, liouvillian]

/-- The determinant of `iw - L` has real part `d²/4 - w² + Jw` and imaginary part `2kw`. -/
theorem det_shifted (k d J w : ℝ) : (shifted k d J w).det =
    ((d ^ 2 / 4 - w ^ 2 + J * w : ℝ) : ℂ) + ((2 * k * w : ℝ) : ℂ) * I := by
  rw [shifted_eq, Matrix.det_fin_two_of]
  unfold mixing
  push_cast
  linear_combination ((w : ℂ) ^ 2 - (d : ℂ) ^ 2 / 4 - w * J) * Complex.I_sq

lemma denom_pos {k d : ℝ} (hk : 0 < k) (hd : 0 < d) (J w : ℝ) : 0 < denom k d J w := by
  unfold denom
  by_cases hw : w = 0
  · have h : (d ^ 2 / 4 - w ^ 2 + J * w) ^ 2 + (2 * k * w) ^ 2 = (d ^ 2 / 4) ^ 2 := by
      rw [hw]; ring
    rw [h]; positivity
  · have h : 0 < (2 * k * w) ^ 2 := by positivity
    linarith [sq_nonneg (d ^ 2 / 4 - w ^ 2 + J * w)]

/-- For positive exchange rate and shift difference, `iw - L` is invertible at every
real frequency offset. -/
theorem det_shifted_ne_zero {k d : ℝ} (hk : 0 < k) (hd : 0 < d) (J w : ℝ) :
    (shifted k d J w).det ≠ 0 := by
  intro h
  rw [det_shifted] at h
  have h2 := congrArg Complex.normSq h
  rw [Complex.normSq_add_mul_I, map_zero] at h2
  exact (denom_pos hk hd J w).ne' h2

lemma sum_inv (A : Matrix (Fin 2) (Fin 2) ℂ) :
    ∑ i, ∑ j, A⁻¹ i j = (A 1 1 - A 0 1 - A 1 0 + A 0 0) / A.det := by
  rw [Matrix.inv_def, Matrix.adjugate_fin_two, Ring.inverse_eq_inv']
  simp [Fin.sum_univ_two]
  ring

/-- Each subspectrum is `k d²` divided by the squared modulus of the determinant
of `iw - L`. -/
theorem subspectrum_eq (k d J w : ℝ) :
    subspectrum k d J w = k * d ^ 2 / denom k d J w := by
  have hnum : shifted k d J w 1 1 - shifted k d J w 0 1 - shifted k d J w 1 0
      + shifted k d J w 0 0 = ((4 * k : ℝ) : ℂ) + ((2 * w - 2 * J : ℝ) : ℂ) * I := by
    rw [shifted_eq]
    change (I * w - (-(I * d / 2) - mixing k J)) - (-mixing k J) - (-mixing k J)
      + (I * w - (I * d / 2 - mixing k J)) = _
    unfold mixing
    push_cast
    ring
  have hre (p q x y : ℝ) : (((p : ℂ) + q * I) / ((x : ℂ) + y * I)).re
      = (p * x + q * y) / (x ^ 2 + y ^ 2) := by
    rw [Complex.div_re, Complex.normSq_add_mul_I]
    simp
    ring
  unfold subspectrum
  rw [sum_inv, det_shifted, hnum, hre]
  unfold denom
  -- the dispersive contributions cancel in the numerator
  congr 1
  ring

lemma hasDerivAt_inner (d J w : ℝ) :
    HasDerivAt (fun x : ℝ => d ^ 2 / 4 - x ^ 2 + J * x) (J - 2 * w) w := by
  have hsq : HasDerivAt (fun x : ℝ => x ^ 2) (2 * w) w := by
    simpa using hasDerivAt_pow 2 w
  exact ((hsq.const_sub (d ^ 2 / 4)).fun_add
    ((hasDerivAt_id' w).const_mul J)).congr_deriv (by ring)

lemma hasDerivAt_denom (k d J w : ℝ) :
    HasDerivAt (denom k d J) (denomSlope k d J w) w := by
  have h1 := hasDerivAt_inner d J w
  have h2 := (hasDerivAt_id' w).const_mul (2 * k)
  have e : denom k d J = fun x => (d ^ 2 / 4 - x ^ 2 + J * x) * (d ^ 2 / 4 - x ^ 2 + J * x)
      + (2 * k * x) * (2 * k * x) := by
    funext x; unfold denom; ring
  rw [e]
  exact ((h1.fun_mul h1).fun_add (h2.fun_mul h2)).congr_deriv (by unfold denomSlope; ring)

lemma hasDerivAt_subspectrum {k d : ℝ} (hk : 0 < k) (hd : 0 < d) (J w : ℝ) :
    HasDerivAt (subspectrum k d J)
      (-(k * d ^ 2 * denomSlope k d J w) / (denom k d J w * denom k d J w)) w := by
  have e : subspectrum k d J = fun x => k * d ^ 2 / denom k d J x :=
    funext (subspectrum_eq k d J)
  rw [e]
  exact ((hasDerivAt_const w (k * d ^ 2)).fun_div (hasDerivAt_denom k d J w)
    (denom_pos hk hd J w).ne').congr_deriv (by ring)

lemma hasDerivAt_slope_zero {k d : ℝ} (hk : 0 < k) (hd : 0 < d) (J : ℝ) :
    HasDerivAt (fun w => -(k * d ^ 2 * denomSlope k d J w) / (denom k d J w * denom k d J w))
      (256 * k * (d ^ 2 + 6 * J ^ 2 - 8 * k ^ 2) / d ^ 6) 0 := by
  have hs : HasDerivAt (denomSlope k d J) (2 * J ^ 2 - d ^ 2 + 8 * k ^ 2) 0 :=
    ((((hasDerivAt_inner d J 0).const_mul 2).fun_mul
      (((hasDerivAt_id' (0 : ℝ)).const_mul 2).const_sub J)).fun_add
      ((hasDerivAt_id' (0 : ℝ)).const_mul (8 * k ^ 2))).congr_deriv (by ring)
  have hq := hasDerivAt_denom k d J 0
  have hne := (denom_pos hk hd J 0).ne'
  have h0 : denom k d J 0 = d ^ 4 / 16 := by unfold denom; ring
  have h1 : denomSlope k d J 0 = d ^ 2 * J / 2 := by unfold denomSlope; ring
  refine (((hs.const_mul (k * d ^ 2)).fun_neg).fun_div (hq.fun_mul hq)
    (mul_ne_zero hne hne)).congr_deriv ?_
  rw [h0, h1]
  field_simp
  ring

lemma hasDerivAt_lineshape {k d : ℝ} (hk : 0 < k) (hd : 0 < d) (J w : ℝ) :
    HasDerivAt (lineshape k d J)
      (-(k * d ^ 2 * denomSlope k d J w) / (denom k d J w * denom k d J w)
        + -(k * d ^ 2 * denomSlope k d (-J) w) / (denom k d (-J) w * denom k d (-J) w)) w :=
  (hasDerivAt_subspectrum hk hd J w).fun_add (hasDerivAt_subspectrum hk hd (-J) w)

/-- For `k, d > 0` the curvature of the lineshape at the centre is
`512 k (d² + 6J² - 8k²) / d⁶`. -/
theorem curvature_center {k d : ℝ} (hk : 0 < k) (hd : 0 < d) (J : ℝ) :
    deriv (deriv (lineshape k d J)) 0
      = 512 * k * (d ^ 2 + 6 * J ^ 2 - 8 * k ^ 2) / d ^ 6 := by
  rw [funext fun w => (hasDerivAt_lineshape hk hd J w).deriv]
  rw [((hasDerivAt_slope_zero hk hd J).fun_add (hasDerivAt_slope_zero hk hd (-J))).deriv]
  ring

/-- Coalescence of the mutually exchanging AB pair: for `k, d > 0` the lineshape has zero
slope at the centre, and its curvature there vanishes exactly when `k² = (d² + 6J²)/8`. -/
theorem coalescence {k d : ℝ} (hk : 0 < k) (hd : 0 < d) (J : ℝ) :
    deriv (lineshape k d J) 0 = 0 ∧
      (deriv (deriv (lineshape k d J)) 0 = 0 ↔ k ^ 2 = (d ^ 2 + 6 * J ^ 2) / 8) := by
  constructor
  · -- the two subspectra have opposite slopes at the centre
    have h0 (K : ℝ) : denom k d K 0 = d ^ 4 / 16 := by unfold denom; ring
    have h1 (K : ℝ) : denomSlope k d K 0 = d ^ 2 * K / 2 := by unfold denomSlope; ring
    rw [(hasDerivAt_lineshape hk hd J 0).deriv, h0, h0, h1, h1]
    ring
  · have hk' : 512 * k ≠ 0 := by positivity
    have hd' : d ^ 6 ≠ 0 := by positivity
    rw [curvature_center hk hd, div_eq_zero_iff, or_iff_left hd', mul_eq_zero,
      or_iff_right hk']
    constructor <;> intro h <;> linarith

/-- For `k, d > 0`, the centre of the lineshape is a local minimum if `k² < (d² + 6J²)/8`
and a local maximum if `k² > (d² + 6J²)/8`. -/
theorem dip_or_peak {k d : ℝ} (hk : 0 < k) (hd : 0 < d) (J : ℝ) :
    (k ^ 2 < (d ^ 2 + 6 * J ^ 2) / 8 → IsLocalMin (lineshape k d J) 0) ∧
      ((d ^ 2 + 6 * J ^ 2) / 8 < k ^ 2 → IsLocalMax (lineshape k d J) 0) := by
  have hc := (hasDerivAt_lineshape hk hd J 0).continuousAt
  have h1 := (coalescence hk hd J).1
  constructor <;> intro h
  · refine isLocalMin_of_deriv_deriv_pos ?_ h1 hc
    rw [curvature_center hk hd]
    have : 0 < d ^ 2 + 6 * J ^ 2 - 8 * k ^ 2 := by linarith
    positivity
  · refine isLocalMax_of_deriv_deriv_neg ?_ h1 hc
    rw [curvature_center hk hd]
    have : d ^ 2 + 6 * J ^ 2 - 8 * k ^ 2 < 0 := by linarith
    exact div_neg_of_neg_of_pos (mul_neg_of_pos_of_neg (by positivity) this) (by positivity)

/-- Without scalar coupling, and for `k, d > 0`, the central curvature vanishes exactly
at the exchange rate `k = d / (2√2)`. -/
theorem coalescence_uncoupled {k d : ℝ} (hk : 0 < k) (hd : 0 < d) :
    deriv (deriv (lineshape k d 0)) 0 = 0 ↔ k = d / (2 * √2) := by
  have key : (k * (2 * √2)) ^ 2 = 8 * k ^ 2 := by
    rw [mul_pow, mul_pow, Real.sq_sqrt (by norm_num)]
    ring
  have hrate : k = d / (2 * √2) ↔ 8 * k ^ 2 = d ^ 2 := by
    rw [eq_div_iff (show 2 * √2 ≠ 0 by positivity),
      ← sq_eq_sq₀ (show 0 ≤ k * (2 * √2) by positivity) hd.le, key]
  rw [(coalescence hk hd 0).2, hrate]
  constructor <;> intro h <;> linarith

end

end MutualABExchange
```

```lean
#print axioms MutualABExchange.det_shifted_ne_zero
#print axioms MutualABExchange.coalescence
#print axioms MutualABExchange.dip_or_peak
#print axioms MutualABExchange.coalescence_uncoupled
```

```
'MutualABExchange.det_shifted_ne_zero' depends on axioms: [propext, Classical.choice, Quot.sound]
'MutualABExchange.coalescence' depends on axioms: [propext, Classical.choice, Quot.sound]
'MutualABExchange.dip_or_peak' depends on axioms: [propext, Classical.choice, Quot.sound]
'MutualABExchange.coalescence_uncoupled' depends on axioms: [propext, Classical.choice, Quot.sound]
```

## Zero slope, zero curvature, dip and peak

Let $w$ be the frequency offset from the mean of the two chemical shifts, and let $I(w)$ be the absorption intensity, which is `lineshape k d J w` in Lean. In the code, the letter `I` is instead the imaginary unit, written $i$ in the formulas here. The theorem `coalescence` takes $k>0$, $d>0$ and any real $J$, and states two things:

$$I'(0)=0,\qquad I''(0)=0\iff k^2=\frac{d^2+6J^2}{8}.$$

The derivatives are Mathlib's `deriv`, taken with respect to $w$. The value of the curvature is given by `curvature_center`:

$$I''(0)=\frac{512\,k\,(d^2+6J^2-8k^2)}{d^6}.$$

The theorem `dip_or_peak` adds the meaning of the sign. For slower exchange than the critical rate the centre is a local minimum, and for faster exchange it is a local maximum. For $J=0$, `coalescence_uncoupled` gives the critical rate as $k=d/(2\sqrt2)$.

Coalescence is thus understood as the change from dip to peak at the centre. The theorems do not count the maxima elsewhere in the spectrum.

## Two coherences mixed by exchange and coupling

The quantities $d$, $J$ and $w$ are angular frequencies in radians per second, and $k$ is a rate constant in inverse seconds. If the shift difference is $\delta\nu$ and the coupling is $J_\nu$, both in hertz, then $d=2\pi\,\delta\nu$ and $J=2\pi J_\nu$, and the critical rate reads $k=\pi\sqrt{(\delta\nu^2+6J_\nu^2)/2}$.

The four detected single-quantum coherences of two spins-1/2, which share one sign of the coherence order, fall into two pairs. In each pair either spin may flip while its partner stays in one fixed state. The evolution matrix of one pair is `liouvillian`:

$$L=\begin{pmatrix} id/2-z & z\\ z& -id/2-z\end{pmatrix},\qquad z=k-\frac{iJ}{2}.$$

The number $z$ is `mixing k J`. Exchange and coupling enter in the same places because both act through the interchange of the spins: mutual exchange swaps them at rate $k$, and the scalar product of two spins-1/2 is, up to a constant and a factor, the swap operator. In the other pair of coherences $J$ has the opposite sign, which is why `lineshape` adds `subspectrum k d (-J) w`.

The free induction decay starts from equal amplitudes on both coherences and is detected as their sum. Its one-sided Fourier transform is the sum of all entries of $(iw-L)^{-1}$, and `subspectrum` is the real part of that sum. The code thus uses the unnormalised vector $(1,1)$. With $(1,1)/\sqrt2$ in its place, every intensity and the curvature would be halved, and the condition on $k$ would stay the same.

The matrix $L$ is taken as given and is not derived in Lean from a two-spin Hamiltonian. There is no transverse relaxation, no instrumental broadening and no coupling to further spins, and the two exchanging arrangements are equally populated. Within this two-spin model without relaxation, the formulas supply reference values for testing a program that simulates exchange-broadened spectra.

## From the resolvent to the curvature

Write $A=iw-L$, which is `shifted`, and number its rows and columns 0 and 1 as Lean does. Its determinant is

$$\det A=(iw+z)^2+\frac{d^2}{4}-z^2=\frac{d^2}{4}-w^2+2iwz=P+iQ,$$

$$P=\frac{d^2}{4}-w^2+Jw,\qquad Q=2kw.$$

At $w=0$ the real part is $d^2/4>0$, and at any other $w$ the imaginary part is non-zero. The determinant therefore never vanishes, and the inverse exists at every real offset.

The entries of the inverse of a $2\times2$ matrix add up to $(A_{11}-A_{01}-A_{10}+A_{00})/\det A$. Here the numerator is

$$2iw+4z=4k+i(2w-2J).$$

The real part of the quotient has the numerator

$$4kP+(2w-2J)\,Q=kd^2-4kw^2+4kJw+4kw^2-4kJw=kd^2.$$

All dependence on $w$ cancels in it. With $D=P^2+Q^2$, each subspectrum is

$$S(w)=\frac{kd^2}{D(w)}.$$

The first derivatives are

$$D'=2P(J-2w)+8k^2w,\qquad S'=-\frac{kd^2D'}{D^2}.$$

At the centre,

$$D(0)=\frac{d^4}{16},\qquad D'(0)=\frac{d^2J}{2},\qquad D''(0)=2J^2-d^2+8k^2.$$

Hence $S'(0)=-128kJ/d^4$. This is odd in $J$, so the slopes of the two subspectra cancel and $I'(0)=0$. For the curvature,

$$S''(0)=kd^2\,\frac{2D'(0)^2-D(0)D''(0)}{D(0)^3}
=\frac{256\,k\,(d^2+6J^2-8k^2)}{d^6}.$$

This is even in $J$, so the two subspectra contribute equally and $I''(0)$ is twice this value. Since $k$ and $d$ are positive, it vanishes exactly when the bracket does, and it has the sign of the bracket. The second-derivative test then gives the dip and the peak.

## Numbers for $d=4$ and $J=2$

The critical rate satisfies $k^2=(16+24)/8=5$, so $k=\sqrt5\approx2.24$. Without coupling it would be $4/(2\sqrt2)=\sqrt2\approx1.41$.

For $k=2$, below the critical rate, the curvature is $512\cdot2\cdot(40-32)/4096=2$. At the centre both subspectra equal $32/16=2$, so $I(0)=4$. At $w=0.2$ we have $Q=0.8$, while $P=4.36$ for $J=2$ and $P=3.56$ for $J=-2$. This gives

$$I(0.2)=\frac{32}{19.6496}+\frac{32}{13.3136}\approx4.03,$$

slightly above the centre, as a shallow dip requires.

For $k=3$ the curvature is $512\cdot3\cdot(40-72)/4096=-12$. Now $I(0)=6$ and $I(0.2)\approx5.75$, so the centre is a peak.

## The same steps in Lean

The lemma `shifted_eq` writes out the matrix, and `det_shifted` computes its determinant. There `linear_combination` uses `Complex.I_sq`, that is $i^2=-1$, to separate the real and imaginary parts. The function `denom` is $D$. Its positivity, `denom_pos`, is proved by the case split between $w=0$ and $w\neq0$ used above, and `det_shifted_ne_zero` follows by taking the squared modulus.

The lemma `sum_inv` adds the entries of the inverse through the adjugate. In `subspectrum_eq`, `hnum` is the numerator $4k+i(2w-2J)$ and `hre` is the formula for the real part of a quotient. The final `ring` carries out the cancellation to $kd^2$.

The derivatives are built with `HasDerivAt`, which records that a function is differentiable at a point together with the value of its derivative. The lemmas `hasDerivAt_inner` and `hasDerivAt_denom` differentiate $P$ and $D$, with $D'$ named `denomSlope`, and `hasDerivAt_subspectrum` applies the quotient rule at every $w$. The slope at the single point $w=0$ would not be enough, because the second derivative differentiates the first derivative as a function. The lemma `hasDerivAt_slope_zero` does this at $w=0$, inserts the central values of $D$ and $D'$, and simplifies with `field_simp` and `ring`.

Both signs of $J$ are added in `hasDerivAt_lineshape` for the slope and in `curvature_center` for the curvature. In `coalescence`, the first part evaluates the two slopes and lets `ring` cancel them. The second part removes the non-zero factors $512k$ and $d^6$, which leaves a linear relation between $k^2$, $d^2$ and $J^2$ for `linarith`.

For `dip_or_peak`, Mathlib's second-derivative test receives the zero slope, continuity at the centre and the sign of the curvature. In `coalescence_uncoupled`, the condition $8k^2=d^2$ becomes $k=d/(2\sqrt2)$ because both sides are positive, so that equality of squares is equality of the numbers.
